# Averaging over a site's energy bounds the moments of order below one of the diagonal Green function at that site, uniformly in a finite Hermitian H

Let H be a finite Hermitian matrix, P the projector on a site o, and z a complex energy with Im z ≠ 0. Write G(v) for the (o,o) entry of (H + vP − z)⁻¹, where the real number v is an energy added at site o. Then, for 0 ≤ s < 1,

∫₀¹ |G(v)|^s dv ≤ 2^s / (1 − s).

The right-hand side contains neither H, nor its size, nor z, and no smaller constant works for all H and z.

The physical problem is resonance. When z approaches an eigenvalue of the Hamiltonian, G can become arbitrarily large, so at fixed v no bound uniform in H and Re z survives Im z → 0. In Anderson's model of a disordered lattice the site energies are independent and uniformly distributed over an interval, and averaging over the energy at o tames the resonance if |G| is raised to a power below one. A site energy restricted to a few discrete values, as in a binary alloy, is not covered. For a non-interacting electron on a finite lattice, this is the diagonal case of the a priori estimate with which the fractional-moment approach to Anderson localization begins. Localization itself needs decay of G between distant sites, about which a bound on the diagonal entry says nothing.

## The site Green function

The sites are labelled by an arbitrary finite type `n`, so neither geometry nor hopping range is restricted.

In Lean 4 with Mathlib:

```lean
import Mathlib

open Matrix MeasureTheory Set Filter Topology
open scoped ComplexOrder

namespace FractionalMoment

noncomputable section

variable {n : Type*} [Fintype n] [DecidableEq n]
```

The projector is the diagonal matrix with 1 at `o` and 0 elsewhere.

```lean
/-- The projector on the site `o`. -/
def siteProjector (o : n) : Matrix n n ℂ := Matrix.diagonal (Pi.single o 1)
```

`green H o z v` is G(v). Its sign is opposite to that of the common convention (z − H)⁻¹, which leaves |G| unchanged. The matrix H may already contain an energy at site o; v is added to it.

```lean
/-- The diagonal Green function at site `o`, the `(o,o)` entry of `(H + v P - z)⁻¹`, as a function
of the site energy `v`. Where `H + v P - z` is not invertible, Lean sets the inverse, and so this
entry, to 0. -/
def green (H : Matrix n n ℂ) (o : n) (z : ℂ) (v : ℝ) : ℂ :=
  ((H + (v : ℂ) • siteProjector o - z • (1 : Matrix n n ℂ))⁻¹) o o
```

The inverse exists because K = H + vP is Hermitian. If K − z were singular, there would be a vector x ≠ 0 with Kx = zx, and hence

x†Kx = z x†x.

Both x†Kx and x†x are real and x†x ≠ 0, so z would be real. In the code `h2` and `h3` are the two reality statements, and cancelling x†x contradicts `hz`.

```lean
/-- For Hermitian `H` and `z` off the real axis, `H + v P - z` is invertible at every real `v`. -/
theorem resolvent_exists {H : Matrix n n ℂ} (hH : H.IsHermitian) (o : n) {z : ℂ}
    (hz : z.im ≠ 0) (v : ℝ) :
    IsUnit (H + (v : ℂ) • siteProjector o - z • (1 : Matrix n n ℂ)).det := by
  have hP : (siteProjector o)ᴴ = siteProjector o := by
    rw [siteProjector, Matrix.diagonal_conjTranspose]
    congr 1
    funext i
    by_cases h : i = o
    · subst h; simp
    · simp [h]
  have hK : (H + (v : ℂ) • siteProjector o)ᴴ = H + (v : ℂ) • siteProjector o := by
    rw [Matrix.conjTranspose_add, hH.eq, Matrix.conjTranspose_smul, hP]
    simp
  generalize H + (v : ℂ) • siteProjector o = K at hK ⊢
  rw [isUnit_iff_ne_zero]
  intro h0
  -- a null vector would be an eigenvector of `K` with the non-real eigenvalue `z`
  obtain ⟨x, hx, hKx⟩ := Matrix.exists_mulVec_eq_zero_iff.mpr h0
  have h1 : K *ᵥ x = z • x := by
    rw [Matrix.sub_mulVec, Matrix.smul_mulVec, Matrix.one_mulVec] at hKx
    exact sub_eq_zero.mp hKx
  have h2 : star (star x ⬝ᵥ K *ᵥ x) = star x ⬝ᵥ K *ᵥ x := by
    rw [← Matrix.star_dotProduct, Matrix.star_mulVec, hK, ← Matrix.dotProduct_mulVec]
  have h3 : star (star x ⬝ᵥ x) = star x ⬝ᵥ x := by rw [← Matrix.star_dotProduct]
  have hq : star x ⬝ᵥ x ≠ 0 := fun h => hx (dotProduct_star_self_eq_zero.mp h)
  rw [h1, dotProduct_smul, smul_eq_mul, star_mul', h3] at h2
  exact hz (Complex.conj_eq_iff_im.mp (mul_right_cancel₀ hq h2))
```

## How G depends on the site energy

Put A = H + vP − z and B = H + uP − z, with u a second real site energy. Then

B⁻¹ − A⁻¹ = A⁻¹(A − B)B⁻¹ = (v − u) A⁻¹PB⁻¹.

Since P has a single nonzero entry, the (o,o) entry of this equation closes on G alone:

G(u) − G(v) = (v − u) G(v) G(u).

```lean
/-- Resolvent identity at the site: for Hermitian `H` and non-real `z`, the Green functions at
site energies `u` and `v` obey `G(u) - G(v) = (v - u) G(v) G(u)`. -/
theorem green_sub {H : Matrix n n ℂ} (hH : H.IsHermitian) (o : n) {z : ℂ}
    (hz : z.im ≠ 0) (u v : ℝ) :
    green H o z u - green H o z v = ((v : ℂ) - u) * green H o z v * green H o z u := by
  have hA := resolvent_exists hH o hz v
  have hB := resolvent_exists hH o hz u
  have hd : (H + (v : ℂ) • siteProjector o - z • (1 : Matrix n n ℂ))
      - (H + (u : ℂ) • siteProjector o - z • (1 : Matrix n n ℂ))
      = ((v : ℂ) - u) • siteProjector o := by module
  unfold green
  generalize H + (v : ℂ) • siteProjector o - z • (1 : Matrix n n ℂ) = A at *
  generalize H + (u : ℂ) • siteProjector o - z • (1 : Matrix n n ℂ) = B at *
  have h : B⁻¹ - A⁻¹ = A⁻¹ * (A - B) * B⁻¹ := by
    rw [mul_sub, sub_mul, Matrix.nonsing_inv_mul _ hA, one_mul, mul_assoc,
      Matrix.mul_nonsing_inv _ hB, mul_one]
  rw [← Matrix.sub_apply, h, hd, Matrix.mul_smul, Matrix.smul_mul, Matrix.smul_apply,
    Matrix.mul_apply]
  simp [siteProjector, Matrix.mul_diagonal, Pi.single_apply, mul_assoc]
```

Setting u = 0 gives

G(v) (1 + vG(0)) = G(0).

If the bracket vanished, G(0) would be zero, but then the bracket would equal 1. So the bracket is never zero, and

G(v) = G(0) / (1 + vG(0))

is continuous in v. This makes |G|^s integrable over every bounded window.

```lean
/-- For Hermitian `H` and non-real `z`, the Green function is continuous in the site energy. -/
theorem green_continuous {H : Matrix n n ℂ} (hH : H.IsHermitian) (o : n) {z : ℂ}
    (hz : z.im ≠ 0) : Continuous (green H o z) := by
  have k : ∀ v : ℝ, green H o z v * (1 + v * green H o z 0) = green H o z 0 := fun v => by
    have h := green_sub hH o hz 0 v
    rw [Complex.ofReal_zero, sub_zero] at h
    linear_combination -h
  have hne : ∀ v : ℝ, 1 + (v : ℂ) * green H o z 0 ≠ 0 := fun v h => by
    have h' := k v
    rw [h, mul_zero] at h'
    rw [← h'] at h
    simp at h
  have e : green H o z = fun v : ℝ => green H o z 0 / (1 + v * green H o z 0) :=
    funext fun v => (eq_div_iff (hne v)).mpr (k v)
  rw [e]
  exact continuous_const.div (by fun_prop) hne
```

If G(0) ≠ 0, the same relation reads

1/G(v) = v + 1/G(0).

Define r = −Re(1/G(0)). The real part of 1/G(v) is v − r, and a real part never exceeds the modulus, so

|v − r| |G(v)| ≤ 1.

If G(0) = 0, then G(v) = 0 and the inequality is immediate. The rest of the system enters this bound on |G(v)| only through r, the position of the resonance.

```lean
/-- For Hermitian `H` and non-real `z` there is a real energy `r` with `|v - r| |G(v)| ≤ 1` for
every site energy `v`. -/
theorem green_pole_bound {H : Matrix n n ℂ} (hH : H.IsHermitian) (o : n) {z : ℂ}
    (hz : z.im ≠ 0) : ∃ r : ℝ, ∀ v : ℝ, |v - r| * ‖green H o z v‖ ≤ 1 := by
  refine ⟨-((green H o z 0)⁻¹).re, fun v => ?_⟩
  have k := green_sub hH o hz 0 v
  rw [Complex.ofReal_zero, sub_zero] at k
  by_cases hg : green H o z 0 = 0
  · have h0 : green H o z v = 0 := by
      rw [hg] at k
      linear_combination -k
    rw [h0, norm_zero, mul_zero]
    exact zero_le_one
  · -- `1 / G(v) = v + 1 / G(0)`, and the modulus dominates the real part
    have h1 : ((v : ℂ) + (green H o z 0)⁻¹) * green H o z v = 1 := by
      apply mul_left_cancel₀ hg
      linear_combination green H o z v * mul_inv_cancel₀ hg - k
    have h2 : |v - -((green H o z 0)⁻¹).re| ≤ ‖(v : ℂ) + (green H o z 0)⁻¹‖ := by
      have h := Complex.abs_re_le_norm ((v : ℂ) + (green H o z 0)⁻¹)
      simpa only [Complex.add_re, Complex.ofReal_re, sub_neg_eq_add] using h
    calc _ ≤ ‖(v : ℂ) + (green H o z 0)⁻¹‖ * ‖green H o z v‖ :=
          mul_le_mul_of_nonneg_right h2 (norm_nonneg _)
      _ = 1 := by rw [← norm_mul, h1, norm_one]
```

## Integrating the singularity

For r in [c,d], split the integral at r and substitute the distance from r in each half:

∫ |v − r|^(−s) dv = ∫₀^(r−c) t^(−s) dt + ∫₀^(d−r) t^(−s) dt
= [(r − c)^(1−s) + (d − r)^(1−s)] / (1 − s).

Here s < 1 makes the singularity integrable. The auxiliary statement `half` treats one side, and `L` and `R` apply it to the two distances.

```lean
/-- For `s < 1` and `r` in `[c,d]`, the singularity `|v - r|^(-s)` is integrable over `[c,d]`, with
integral `((r - c)^(1-s) + (d - r)^(1-s)) / (1 - s)`. -/
theorem integral_singularity {s c d r : ℝ} (hs : s < 1) (hr : r ∈ Icc c d) :
    IntervalIntegrable (fun v : ℝ => |v - r| ^ (-s)) volume c d ∧
    ∫ v in c..d, |v - r| ^ (-s) = ((r - c) ^ (1 - s) + (d - r) ^ (1 - s)) / (1 - s) := by
  have half : ∀ p : ℝ, 0 ≤ p → IntervalIntegrable (fun u : ℝ => |u| ^ (-s)) volume 0 p ∧
      ∫ u in (0 : ℝ)..p, |u| ^ (-s) = p ^ (1 - s) / (1 - s) := fun p hp => by
    constructor
    · have h := intervalIntegral.intervalIntegrable_rpow' (a := 0) (b := p) (r := -s)
        (by linarith)
      rw [intervalIntegrable_iff_integrableOn_Ioc_of_le hp] at h ⊢
      exact h.congr_fun (fun u hu => by simp only [abs_of_pos hu.1]) measurableSet_Ioc
    · have h : ∫ u in (0 : ℝ)..p, |u| ^ (-s) = ∫ u in (0 : ℝ)..p, u ^ (-s) :=
        intervalIntegral.integral_congr fun u hu => by
          rw [uIcc_of_le hp] at hu
          simp only [abs_of_nonneg hu.1]
      rw [h, integral_rpow (Or.inl (by linarith)), show -s + 1 = 1 - s by ring,
        Real.zero_rpow (sub_pos.mpr hs).ne', sub_zero]
  have L := half (r - c) (sub_nonneg.mpr hr.1)
  have R := half (d - r) (sub_nonneg.mpr hr.2)
  have iL : IntervalIntegrable (fun v : ℝ => |v - r| ^ (-s)) volume c r := by
    have h := (L.1.comp_sub_left r).symm
    simpa only [sub_zero, sub_sub_cancel, abs_sub_comm r] using h
  have iR : IntervalIntegrable (fun v : ℝ => |v - r| ^ (-s)) volume r d := by
    have h := R.1.comp_sub_right r
    simpa only [zero_add, sub_add_cancel] using h
  have eL := intervalIntegral.integral_comp_sub_left (a := c) (b := r)
    (fun u : ℝ => |u| ^ (-s)) r
  have eR := intervalIntegral.integral_comp_sub_right (a := r) (b := d)
    (fun u : ℝ => |u| ^ (-s)) r
  simp only [sub_self, abs_sub_comm r] at eL eR
  refine ⟨iL.trans iR, ?_⟩
  rw [← intervalIntegral.integral_add_adjacent_intervals iL iR, eL, eR, L.2, R.2, add_div]
```

To pass from the bound on |G| to one on |G|^s, note that xy ≤ 1 with x > 0 gives y ≤ 1/x. Raising both sides to the power s ≥ 0 preserves the order.

```lean
/-- If `x > 0`, `y ≥ 0` and `x y ≤ 1`, then `y^s ≤ x^(-s)` for every `s ≥ 0`. -/
lemma rpow_le_of_mul_le {s x y : ℝ} (hs : 0 ≤ s) (hx : 0 < x) (hy : 0 ≤ y) (h : x * y ≤ 1) :
    y ^ s ≤ x ^ (-s) := by
  have hb : y ≤ x⁻¹ := by
    rw [← one_div, le_div_iff₀ hx]
    linarith
  rw [Real.rpow_neg hx.le, ← Real.inv_rpow hx.le]
  exact Real.rpow_le_rpow hy hb hs
```

## The bound for any window

The resonance r may lie outside [c,d]. Replacing it by the nearest point r′ of the window only reduces its distance to each v in the window, so |v − r′| |G(v)| ≤ 1 still holds there. Apart from the single point v = r′, which has measure zero, |G(v)|^s ≤ |v − r′|^(−s). Therefore

∫ |G(v)|^s dv ≤ [(r′ − c)^(1−s) + (d − r′)^(1−s)] / (1 − s), integrated over [c,d].

The function x^(1−s) is concave, so the sum in brackets is at most its value with r′ at the midpoint:

2 ((d − c)/2)^(1−s) = 2^s (d − c)^(1−s).

In the code, `max c (min r₀ d)` is the nearest point, `hm` compares the integrals, and `hj` is the concavity inequality.

```lean
/-- Fractional-moment bound: for Hermitian `H`, non-real `z`, `0 ≤ s < 1` and `c ≤ d`, the integral
of `|G(v)|^s` over site energies in `[c,d]` is at most `2^s (d - c)^(1-s) / (1 - s)`. -/
theorem fractional_moment_bound {H : Matrix n n ℂ} (hH : H.IsHermitian) (o : n) {z : ℂ}
    (hz : z.im ≠ 0) {s c d : ℝ} (hs0 : 0 ≤ s) (hs1 : s < 1) (hcd : c ≤ d) :
    ∫ v in c..d, ‖green H o z v‖ ^ s ≤ 2 ^ s * (d - c) ^ (1 - s) / (1 - s) := by
  obtain ⟨r₀, hr₀⟩ := green_pole_bound hH o hz
  -- move the singularity to the nearest point of the window
  obtain ⟨r, hr, hb⟩ : ∃ r ∈ Icc c d, ∀ v ∈ Icc c d, |v - r| * ‖green H o z v‖ ≤ 1 := by
    refine ⟨max c (min r₀ d), ⟨le_max_left _ _, max_le hcd (min_le_right _ _)⟩,
      fun v hv => le_trans (mul_le_mul_of_nonneg_right ?_ (norm_nonneg _)) (hr₀ v)⟩
    obtain ⟨h1, h2⟩ := hv
    rcases le_total r₀ d with h | h
    · rw [min_eq_left h]
      rcases le_total c r₀ with h' | h'
      · rw [max_eq_right h']
      · rw [max_eq_left h', abs_of_nonneg (by linarith), abs_of_nonneg (by linarith)]
        linarith
    · rw [min_eq_right h, max_eq_right hcd, abs_of_nonpos (by linarith),
        abs_of_nonpos (by linarith)]
      linarith
  obtain ⟨hi, he⟩ := integral_singularity hs1 hr
  have hc : Continuous fun v => ‖green H o z v‖ ^ s :=
    (green_continuous hH o hz).norm.rpow_const fun _ => Or.inr hs0
  have hne : ∀ᵐ v : ℝ ∂volume, v ≠ r := by simp [ae_iff]
  have hm : ∫ v in c..d, ‖green H o z v‖ ^ s ≤ ∫ v in c..d, |v - r| ^ (-s) := by
    apply intervalIntegral.integral_mono_ae_restrict hcd (hc.intervalIntegrable _ _) hi
    refine (ae_restrict_iff' measurableSet_Icc).2 ?_
    filter_upwards [hne] with v hv hvI
    exact rpow_le_of_mul_le hs0 (abs_pos.mpr (sub_ne_zero.mpr hv)) (norm_nonneg _) (hb v hvI)
  -- concavity: the midpoint is the worst position of the singularity
  have hj := (Real.concaveOn_rpow (p := 1 - s) (by linarith) (by linarith)).2
    (mem_Ici.2 (sub_nonneg.mpr hr.1)) (mem_Ici.2 (sub_nonneg.mpr hr.2))
    (by norm_num : (0 : ℝ) ≤ 1 / 2) (by norm_num : (0 : ℝ) ≤ 1 / 2) (by norm_num)
  simp only [smul_eq_mul] at hj
  have e : (1 / 2 * (r - c) + 1 / 2 * (d - r)) ^ (1 - s) = 2 ^ s / 2 * (d - c) ^ (1 - s) := by
    rw [show 1 / 2 * (r - c) + 1 / 2 * (d - r) = (d - c) / 2 by ring,
      Real.div_rpow (by linarith) (by norm_num),
      Real.rpow_sub (by norm_num : (0 : ℝ) < 2) 1 s, Real.rpow_one]
    field_simp
  rw [e] at hj
  rw [he] at hm
  exact hm.trans (div_le_div_of_nonneg_right (by linarith) (by linarith))
```

For a site energy v distributed uniformly over a window of width W > 0, independently of H, dividing by W bounds the mean of |G|^s by (2/W)^s / (1 − s). Since H is arbitrary, this holds whatever values the other site energies take. The theorem is stated for finite matrices; an infinite chain is not treated here.

With c = 0 and d = 1 the bound takes its opening form.

```lean
/-- For Hermitian `H`, non-real `z` and `0 ≤ s < 1`, the integral of `|G(v)|^s` over site energies
in `[0,1]` is at most `2^s / (1 - s)`. -/
theorem fractional_moment_unit {H : Matrix n n ℂ} (hH : H.IsHermitian) (o : n) {z : ℂ}
    (hz : z.im ≠ 0) {s : ℝ} (hs0 : 0 ≤ s) (hs1 : s < 1) :
    ∫ v in (0 : ℝ)..1, ‖green H o z v‖ ^ s ≤ 2 ^ s / (1 - s) := by
  have h := fractional_moment_bound hH o hz hs0 hs1 zero_le_one
  rwa [sub_zero, Real.one_rpow, mul_one] at h
```

## A single site approaches the constant

Take one site, H = 0 and z = 1/2 + iε with ε > 0. Then G(v) = 1/(v − 1/2 − iε), and as ε → 0⁺

∫₀¹ |G(v)|^s dv → ∫₀¹ |v − 1/2|^(−s) dv = 2 (1/2)^(1−s) / (1 − s) = 2^s / (1 − s).

The limit may be taken inside the integral by dominated convergence: |G(v)|^s ≤ |v − 1/2|^(−s) for every ε, and the right-hand side is integrable. After that theorem is applied, the three bullets in the code supply pointwise convergence for v ≠ 1/2, measurability and domination. A smaller constant would therefore fail for this site once ε is small enough.

```lean
/-- For `0 ≤ s < 1` and a single site with `H = 0` and `z = 1/2 + i ε`, the integral of `|G(v)|^s`
over site energies in `[0,1]` tends to `2^s / (1 - s)` as `ε → 0⁺`. -/
theorem fractional_moment_sharp {s : ℝ} (hs0 : 0 ≤ s) (hs1 : s < 1) :
    Tendsto (fun ε : ℝ => ∫ v in (0 : ℝ)..1,
      ‖green (0 : Matrix (Fin 1) (Fin 1) ℂ) 0 (1 / 2 + ε * Complex.I) v‖ ^ s)
      (𝓝[>] 0) (𝓝 (2 ^ s / (1 - s))) := by
  have hG : ∀ (z : ℂ) (v : ℝ),
      green (0 : Matrix (Fin 1) (Fin 1) ℂ) 0 z v = ((v : ℂ) - z)⁻¹ := fun z v => by
    simp [green, siteProjector]
  obtain ⟨hi, he⟩ := integral_singularity (c := 0) (d := 1) (r := 1 / 2) hs1
    ⟨by norm_num, by norm_num⟩
  have e : ((1 / 2 - 0 : ℝ) ^ (1 - s) + (1 - 1 / 2) ^ (1 - s)) / (1 - s) = 2 ^ s / (1 - s) := by
    rw [show (1 / 2 - 0 : ℝ) = 1 / 2 by norm_num, show (1 - 1 / 2 : ℝ) = 1 / 2 by norm_num,
      Real.div_rpow (by norm_num) (by norm_num), Real.one_rpow,
      Real.rpow_sub (by norm_num : (0 : ℝ) < 2) 1 s, Real.rpow_one, one_div_div]
    ring
  rw [← e, ← he]
  have hne : ∀ᵐ v : ℝ ∂volume, v ≠ 1 / 2 := by simp [ae_iff]
  -- dominated convergence, with the singularity itself as the dominating function
  apply intervalIntegral.tendsto_integral_filter_of_dominated_convergence _ _ _ hi
  · filter_upwards [hne] with v hv _
    have hv' : v - 1 / 2 ≠ 0 := sub_ne_zero.mpr hv
    have h0 : (v : ℂ) - (1 / 2 + ((0 : ℝ) : ℂ) * Complex.I) = ((v - 1 / 2 : ℝ) : ℂ) := by
      push_cast
      ring
    have hc : ContinuousAt
        (fun ε : ℝ => ‖((v : ℂ) - (1 / 2 + (ε : ℂ) * Complex.I))⁻¹‖ ^ s) 0 := by
      refine ContinuousAt.rpow_const (ContinuousAt.norm (ContinuousAt.inv₀ ?_ ?_)) (Or.inr hs0)
      · fun_prop
      · rw [h0]
        exact Complex.ofReal_ne_zero.mpr hv'
    have ht := hc.tendsto.mono_left (nhdsWithin_le_nhds (s := Ioi 0))
    rw [h0, norm_inv, Complex.norm_real, Real.norm_eq_abs, Real.inv_rpow (abs_nonneg _),
      ← Real.rpow_neg (abs_nonneg _)] at ht
    simpa only [hG] using ht
  · filter_upwards [self_mem_nhdsWithin] with ε hε
    have hz : (1 / 2 + (ε : ℂ) * Complex.I).im ≠ 0 := by
      simpa using (mem_Ioi.mp hε).ne'
    exact ((green_continuous Matrix.isHermitian_zero 0 hz).norm.rpow_const
      fun _ => Or.inr hs0).aestronglyMeasurable
  · refine Eventually.of_forall fun ε => ?_
    filter_upwards [hne] with v hv _
    rw [Real.norm_of_nonneg (Real.rpow_nonneg (norm_nonneg _) _), hG]
    apply rpow_le_of_mul_le hs0 (abs_pos.mpr (sub_ne_zero.mpr hv)) (norm_nonneg _)
    have h := Complex.abs_re_le_norm ((v : ℂ) - (1 / 2 + (ε : ℂ) * Complex.I))
    have hre : ((v : ℂ) - (1 / 2 + (ε : ℂ) * Complex.I)).re = v - 1 / 2 := by simp
    rw [hre] at h
    rw [norm_inv, ← div_eq_mul_inv]
    exact div_le_one_of_le₀ h (norm_nonneg _)

end

end FractionalMoment
```

```lean
#print axioms FractionalMoment.fractional_moment_bound
#print axioms FractionalMoment.fractional_moment_unit
#print axioms FractionalMoment.fractional_moment_sharp
```

```
'FractionalMoment.fractional_moment_bound' depends on axioms: [propext, Classical.choice, Quot.sound]
'FractionalMoment.fractional_moment_unit' depends on axioms: [propext, Classical.choice, Quot.sound]
'FractionalMoment.fractional_moment_sharp' depends on axioms: [propext, Classical.choice, Quot.sound]
```
